# At fixed channel resistivities, neglecting spin-flip scattering never overestimates the two-current resistivity

When an electronic-structure calculation has given separate resistivities $a$ and $b$ for spin-up and spin-down electrons in a ferromagnet, a quick estimate of the total resistivity treats the channels as parallel resistors and takes $ab/(a+b)$. In the two-current model with $a,b>0$ held fixed, this estimate is a lower bound for every spin-flip resistivity $r\ge 0$.

In Lean 4 with Mathlib:

```lean
import Mathlib

open Filter Topology

namespace TwoCurrentModel

noncomputable section

/-- Balance equations of the two-current model: channel resistivities `a`, `b`, spin-flip
resistivity `r`, field `F`, and currents `x`, `y` in the two spin channels. -/
structure TwoCurrent (a b r F x y : ℝ) : Prop where
  up : (a + r) * x - r * y = F
  down : (b + r) * y - r * x = F
```

Both channels feel the same field $F$ and carry currents $x$ and $y$. The two equations can be written

$$ax+r(x-y)=F,\qquad by+r(y-x)=F.$$

The terms in $r$ stand for scattering that transfers momentum between the channels and so pulls the currents together. `TwoCurrent` is a `Prop`, a statement about six real numbers: it says that both equations hold. The model takes $a$, $b$ and $r$ as given and does not derive them from a scattering potential.

```lean
/-- Closed formula for the resistivity of the two-current model, for `a + b + 4 * r ≠ 0`. -/
def resistivity (a b r : ℝ) : ℝ := (a * b + r * (a + b)) / (a + b + 4 * r)
```

This names the expression $(ab+r(a+b))/(a+b+4r)$. That it equals field over total current is proved below.

```lean
/-- Balance equations for any finite set of channels with resistivities `ρ i`, where `w i j`
is the strength of the scattering that transfers current between channels `i` and `j`. -/
def ManyCurrent {ι : Type*} [Fintype ι] (ρ : ι → ℝ) (w : ι → ι → ℝ) (F : ℝ) (x : ι → ℝ) : Prop :=
  ∀ i, ρ i * x i + ∑ j, w i j * (x i - x j) = F
```

Here `ι` is a finite set of channels, and the equation for channel $i$ is $\rho_i x_i+\sum_j w_{ij}(x_i-x_j)=F$.

## Solving for the currents

```lean
/-- For positive channel resistivities and nonnegative spin-flip resistivity, the balance
equations have exactly one solution, given here explicitly. -/
theorem twoCurrent_iff {a b r F x y : ℝ} (ha : 0 < a) (hb : 0 < b) (hr : 0 ≤ r) :
    TwoCurrent a b r F x y ↔
      x = F * (b + 2 * r) / (a * b + r * (a + b)) ∧
      y = F * (a + 2 * r) / (a * b + r * (a + b)) := by
  have hD : 0 < a * b + r * (a + b) := by positivity
  rw [eq_div_iff hD.ne', eq_div_iff hD.ne']
  constructor
  · rintro ⟨h1, h2⟩
    exact ⟨by linear_combination (b + r) * h1 + r * h2,
      by linear_combination r * h1 + (a + r) * h2⟩
  · rintro ⟨hx, hy⟩
    exact ⟨mul_right_cancel₀ hD.ne' (by linear_combination (a + r) * hx - r * hy),
      mul_right_cancel₀ hD.ne' (by linear_combination (b + r) * hy - r * hx)⟩
```

The hypotheses `ha`, `hb` and `hr` say $a,b>0$ and $r\ge0$. Write $D=ab+r(a+b)$, which is positive. Adding $(b+r)$ times the first equation to $r$ times the second eliminates $y$:

$$xD=F(b+2r),\qquad\text{and likewise}\qquad yD=F(a+2r).$$

Conversely, these values satisfy both equations. The sign `↔` records both directions, hence existence and uniqueness. The first two uses of `linear_combination` list the multipliers of the elimination, and the last two those of the converse check.

```lean
/-- For positive `a`, `b`, `F` and nonnegative `r`, field divided by total current is given by
the closed formula. -/
theorem field_div_current {a b r F x y : ℝ} (ha : 0 < a) (hb : 0 < b) (hr : 0 ≤ r) (hF : 0 < F)
    (h : TwoCurrent a b r F x y) : F / (x + y) = resistivity a b r := by
  obtain ⟨h1, h2⟩ := h
  have hS : 0 < a + b + 4 * r := by positivity
  have hsum : (x + y) * (a * b + r * (a + b)) = F * (a + b + 4 * r) := by
    linear_combination (b + 2 * r) * h1 + (a + 2 * r) * h2
  -- the total current cannot vanish in a nonzero field
  have hxy : x + y ≠ 0 := by
    intro h0
    rw [h0, zero_mul] at hsum
    have := mul_pos hF hS
    linarith
  unfold resistivity
  rw [div_eq_div_iff hxy hS.ne']
  linear_combination -hsum
```

Adding the two results gives $(x+y)D=F(a+b+4r)$. For $F>0$ the right side is positive, so $x+y\ne0$, and division gives

$$\frac{F}{x+y}=\frac{ab+r(a+b)}{a+b+4r}.$$

## The effect of spin-flip scattering

```lean
/-- For positive `a`, `b` and nonnegative spin-flip strengths `r`, `s`, the resistivity at `s` minus
that at `r` is `(s - r) * (a - b) ^ 2` divided by `(a + b + 4 * s) * (a + b + 4 * r)`. -/
theorem resistivity_sub {a b r s : ℝ} (ha : 0 < a) (hb : 0 < b) (hr : 0 ≤ r) (hs : 0 ≤ s) :
    resistivity a b s - resistivity a b r =
      (s - r) * (a - b) ^ 2 / ((a + b + 4 * s) * (a + b + 4 * r)) := by
  have h1 : 0 < a + b + 4 * r := by positivity
  have h2 : 0 < a + b + 4 * s := by positivity
  unfold resistivity
  rw [div_sub_div _ _ h2.ne' h1.ne']
  congr 1
  ring
```

Write $R(r)$ for `resistivity a b r`. Over the common denominator, the numerator of $R(s)-R(r)$ is $(s-r)\left[(a+b)^2-4ab\right]$, so

$$R(s)-R(r)=\frac{(s-r)(a-b)^2}{(a+b+4s)(a+b+4r)}.$$

The tactic `ring` checks this algebra.

```lean
/-- For positive `a`, `b` and `r`, neglecting spin-flip scattering strictly underestimates the
resistivity exactly when the two channels have different resistivities. -/
theorem neglect_strict_iff {a b r : ℝ} (ha : 0 < a) (hb : 0 < b) (hr : 0 < r) :
    resistivity a b 0 < resistivity a b r ↔ a ≠ b := by
  rw [← sub_pos, resistivity_sub ha hb le_rfl hr.le]
  constructor
  · rintro h rfl
    simp at h
  · intro hab
    have h2 : 0 < (a - b) ^ 2 := by
      have := sub_ne_zero.2 hab
      positivity
    exact div_pos (mul_pos (by linarith) h2) (by positivity)
```

Compare $r>0$ with no spin-flip scattering, where $R(0)=ab/(a+b)$. The difference has the sign of $(a-b)^2$, so the parallel-resistor estimate is strictly too low exactly when $a\neq b$. For $a=b$ the currents are equal, so the net transfer between the channels vanishes.

```lean
/-- Two-current model with positive `a`, `b`, `F`: if `x r`, `y r` are the currents at each
spin-flip strength `r ≥ 0`, the resistivity `F / (x r + y r)` has the closed form shown, is
nondecreasing in `r`, and tends to `(a + b) / 4` for strong spin-flip scattering. -/
theorem two_current_resistivity {a b F : ℝ} (ha : 0 < a) (hb : 0 < b) (hF : 0 < F)
    {x y : ℝ → ℝ} (h : ∀ r, 0 ≤ r → TwoCurrent a b r F (x r) (y r)) :
    (∀ r, 0 ≤ r → F / (x r + y r) = (a * b + r * (a + b)) / (a + b + 4 * r)) ∧
    MonotoneOn (fun r => F / (x r + y r)) (Set.Ici 0) ∧
    Tendsto (fun r => F / (x r + y r)) atTop (𝓝 ((a + b) / 4)) := by
  have key : ∀ r, 0 ≤ r → F / (x r + y r) = resistivity a b r :=
    fun r hr => field_div_current ha hb hr hF (h r hr)
  refine ⟨key, ?_, ?_⟩
  · intro r hr s hs hrs
    have hr' : 0 ≤ r := hr
    have hs' : 0 ≤ s := hs
    show F / (x r + y r) ≤ F / (x s + y s)
    rw [key r hr', key s hs']
    have h1 := resistivity_sub ha hb hr' hs'
    have h2 : 0 ≤ (s - r) * (a - b) ^ 2 / ((a + b + 4 * s) * (a + b + 4 * r)) :=
      div_nonneg (mul_nonneg (sub_nonneg.2 hrs) (sq_nonneg _)) (by positivity)
    linarith
  · -- split off the limit; the remainder tends to zero
    have h1 : Tendsto (fun r : ℝ => a + b + 4 * r) atTop atTop :=
      tendsto_atTop_add_const_left _ _ (tendsto_id.const_mul_atTop (by norm_num))
    have h2 : Tendsto (fun r : ℝ => (a + b) / 4 - ((a - b) ^ 2 / 4) / (a + b + 4 * r))
        atTop (𝓝 ((a + b) / 4 - 0)) :=
      tendsto_const_nhds.sub (tendsto_const_nhds.div_atTop h1)
    rw [sub_zero] at h2
    refine h2.congr' ?_
    filter_upwards [eventually_ge_atTop (0 : ℝ)] with r hr
    have hS : 0 < a + b + 4 * r := by positivity
    rw [key r hr, resistivity, eq_div_iff hS.ne', sub_mul, div_mul_cancel₀ _ hS.ne']
    ring
```

The currents are now functions of $r$ that solve the balance equations for each $r\ge0$. The conclusion has three parts: the closed formula, monotonicity on $[0,\infty)$ (`MonotoneOn` with `Set.Ici 0`), and the limit $(a+b)/4$ as $r\to\infty$ (`Tendsto` with `atTop`). Monotonicity follows from the difference formula, since its right side is nonnegative for $s\ge r$. For the limit, the proof splits off the constant:

$$R(r)=\frac{a+b}{4}-\frac{(a-b)^2}{4(a+b+4r)}.$$

The last term tends to zero.

## Any finite number of channels

```lean
/-- The two-current model is the many-channel model with two channels and constant mixing. -/
theorem twoCurrent_iff_manyCurrent (a b r F x y : ℝ) :
    TwoCurrent a b r F x y ↔ ManyCurrent ![a, b] (fun _ _ => r) F ![x, y] := by
  unfold ManyCurrent
  constructor
  · rintro ⟨h1, h2⟩
    refine Fin.forall_fin_two.2 ⟨?_, ?_⟩ <;> simp [Fin.sum_univ_two] <;> linarith
  · intro h
    have h0 := h 0
    have h1 := h 1
    simp [Fin.sum_univ_two] at h0 h1
    exact ⟨by linarith, by linarith⟩
```

`![a, b]` is the list of two channel resistivities. With constant mixing $w_{ij}=r$, the general equations reduce to the original pair.

```lean
variable {ι : Type*} [Fintype ι] {ρ : ι → ℝ} {w : ι → ι → ℝ} {F : ℝ} {x : ι → ℝ}

/-- For symmetric mixing, the power supplied by the field is the dissipation within the channels
plus the dissipation due to current transfer between them. -/
theorem power_balance (hw : ∀ i j, w i j = w j i) (h : ManyCurrent ρ w F x) :
    F * ∑ i, x i = ∑ i, ρ i * x i ^ 2 + (∑ i, ∑ j, w i j * (x i - x j) ^ 2) / 2 := by
  have hswap : ∑ i, ∑ j, w i j * (x i - x j) * x i = ∑ i, ∑ j, w i j * (x j - x i) * x j := by
    rw [Finset.sum_comm]
    exact Finset.sum_congr rfl fun i _ => Finset.sum_congr rfl fun j _ => by rw [hw j i]
  have hsq : ∑ i, ∑ j, w i j * (x i - x j) ^ 2 =
      ∑ i, ∑ j, w i j * (x i - x j) * x i + ∑ i, ∑ j, w i j * (x j - x i) * x j := by
    simp only [← Finset.sum_add_distrib]
    exact Finset.sum_congr rfl fun i _ => Finset.sum_congr rfl fun j _ => by ring
  -- multiply each balance equation by its current and add
  have hpow : F * ∑ i, x i = ∑ i, ρ i * x i ^ 2 + ∑ i, ∑ j, w i j * (x i - x j) * x i := by
    rw [Finset.mul_sum, ← Finset.sum_add_distrib]
    refine Finset.sum_congr rfl fun i _ => ?_
    have hi := h i
    rw [← Finset.sum_mul]
    linear_combination (-(x i)) * hi
  linarith
```

Multiply equation $i$ by $x_i$ and sum. Since $w_{ij}=w_{ji}$, exchanging $i$ and $j$ in the double sum and averaging the two forms gives

$$F\sum_i x_i=\sum_i\rho_i x_i^2+\tfrac12\sum_{i,j}w_{ij}(x_i-x_j)^2.$$

The supplied power is dissipated within channels and by transfer between them. `hswap` is the exchange, `hsq` expands the square, and `hpow` is the multiplied and summed balance.

```lean
/-- For positive channel resistivities, symmetric nonnegative mixing and a positive field, the
resistivity of `N ≥ 1` channels lies between the parallel-circuit value and `(∑ i, ρ i) / N ^ 2`. -/
theorem many_channel_bounds [Nonempty ι] (hρ : ∀ i, 0 < ρ i) (hw : ∀ i j, w i j = w j i)
    (hw0 : ∀ i j, 0 ≤ w i j) (hF : 0 < F) (h : ManyCurrent ρ w F x) :
    1 / (∑ i, 1 / ρ i) ≤ F / ∑ i, x i ∧
    F / ∑ i, x i ≤ (∑ i, ρ i) / (Fintype.card ι : ℝ) ^ 2 := by
  have hN : (0 : ℝ) < Fintype.card ι := by exact_mod_cast Fintype.card_pos
  have hR : 0 < ∑ i, ρ i := Finset.sum_pos (fun i _ => hρ i) Finset.univ_nonempty
  have hG : 0 < ∑ i, 1 / ρ i :=
    Finset.sum_pos (fun i _ => one_div_pos.2 (hρ i)) Finset.univ_nonempty
  have hP : ∑ i, ρ i * x i ^ 2 ≤ F * ∑ i, x i := by
    have h1 := power_balance hw h
    have h2 : 0 ≤ ∑ i, ∑ j, w i j * (x i - x j) ^ 2 :=
      Finset.sum_nonneg fun i _ => Finset.sum_nonneg fun j _ =>
        mul_nonneg (hw0 i j) (sq_nonneg _)
    linarith
  -- current transfer cancels in the sum of the balance equations
  have hz : ∑ i, ∑ j, w i j * (x i - x j) = 0 := by
    have hs : ∑ i, ∑ j, w i j * (x i - x j) = ∑ i, ∑ j, -(w i j * (x i - x j)) := by
      rw [Finset.sum_comm]
      exact Finset.sum_congr rfl fun i _ => Finset.sum_congr rfl fun j _ => by
        rw [hw j i]; ring
    simp only [Finset.sum_neg_distrib] at hs
    linarith
  have hsum : ∑ i, ρ i * x i = Fintype.card ι * F := by
    have h1 : ∑ i, (ρ i * x i + ∑ j, w i j * (x i - x j)) = ∑ _i : ι, F :=
      Finset.sum_congr rfl fun i _ => h i
    rw [Finset.sum_add_distrib, hz, add_zero] at h1
    rw [h1]
    simp
  -- two applications of the Cauchy-Schwarz inequality
  have hc1 : (∑ i, x i) ^ 2 ≤ (∑ i, 1 / ρ i) * ∑ i, ρ i * x i ^ 2 :=
    Finset.sum_sq_le_sum_mul_sum_of_sq_le_mul _ (fun i _ => (one_div_pos.2 (hρ i)).le)
      (fun i _ => mul_nonneg (hρ i).le (sq_nonneg _))
      (fun i _ => le_of_eq (by have := (hρ i).ne'; field_simp))
  have hc2 : (∑ i, ρ i * x i) ^ 2 ≤ (∑ i, ρ i) * ∑ i, ρ i * x i ^ 2 :=
    Finset.sum_sq_le_sum_mul_sum_of_sq_le_mul _ (fun i _ => (hρ i).le)
      (fun i _ => mul_nonneg (hρ i).le (sq_nonneg _)) (fun i _ => le_of_eq (by ring))
  have hl := hc1.trans (mul_le_mul_of_nonneg_left hP hG.le)
  have hu := hc2.trans (mul_le_mul_of_nonneg_left hP hR.le)
  rw [hsum] at hu
  have hX : 0 < ∑ i, x i := by
    have h1 : 0 < (Fintype.card ι * F) ^ 2 := by positivity
    exact (mul_pos_iff_of_pos_left hF).1 ((mul_pos_iff_of_pos_left hR).1 (h1.trans_le hu))
  constructor
  · rw [div_le_div_iff₀ hG hX]
    exact le_of_mul_le_mul_right (by linarith) hX
  · rw [div_le_div_iff₀ hX (by positivity)]
    exact le_of_mul_le_mul_right (by linarith) hF

end

end TwoCurrentModel
```

Let $X=\sum_i x_i$, $P=\sum_i\rho_i x_i^2$, and let $N\ge1$ be the number of channels. Nonnegative mixing gives $P\le FX$ (`hP`). In the plain sum of the balance equations the transfer terms cancel, so $\sum_i\rho_i x_i=NF$ (`hsum`). Two Cauchy–Schwarz inequalities, `hc1` and `hc2`, then give

$$X^2\le\Big(\sum_i\frac1{\rho_i}\Big)FX,\qquad (NF)^2\le\Big(\sum_i\rho_i\Big)FX.$$

The second forces $X>0$. Dividing yields

$$\frac{1}{\sum_i 1/\rho_i}\le\frac FX\le\frac{\sum_i\rho_i}{N^2}.$$

For two channels these bounds are $ab/(a+b)$ and $(a+b)/4$. The theorem takes a solution $x$ of the many-channel equations as given; existence is proved above only for the two-current model.

```lean
#print axioms TwoCurrentModel.neglect_strict_iff
#print axioms TwoCurrentModel.two_current_resistivity
#print axioms TwoCurrentModel.twoCurrent_iff_manyCurrent
#print axioms TwoCurrentModel.many_channel_bounds
```

```
'TwoCurrentModel.neglect_strict_iff' depends on axioms: [propext, Classical.choice, Quot.sound]
'TwoCurrentModel.two_current_resistivity' depends on axioms: [propext, Classical.choice, Quot.sound]
'TwoCurrentModel.twoCurrent_iff_manyCurrent' depends on axioms: [propext, Classical.choice, Quot.sound]
'TwoCurrentModel.many_channel_bounds' depends on axioms: [propext, Classical.choice, Quot.sound]
```
